# Symmetric splitting of the exponential is not exact for nilpotent raising operators on a four-level ladder

On a ladder of four levels, numbered 0 to 3, `A` raises level 0 to 1 and level 2 to 3, while `B` raises level 1 to 2, all with amplitude 1. The declaration states that these rational 4 × 4 matrices satisfy A² = 0, B² = 0, (A + B)⁴ = 0 and (AB − BA)² = 0, and yet exp(A/2) exp(B) exp(A/2) differs from exp(A + B). The attempt checks the four powers entry by entry and uses them to write each exponential as a finite sum. It then assumes the two sides equal and compares the amplitude from level 0 to level 3, which is 1/4 for the split product and 1/6 for the exact exponential.

As first written in Lean, the proof fails:

```lean
import Mathlib

open Polynomial

namespace SymmetricSplittingFails

/-- On a four-level ladder with `A = |1⟩⟨0| + |3⟩⟨2|` and `B = |2⟩⟨1|`, the matrices `A`, `B`,
`A + B` and `A B - B A` are all nilpotent, yet the symmetric splitting is not exact. -/
theorem symmetric_splitting_fails (A B : Matrix (Fin 4) (Fin 4) ℚ)
    (hA : A = !![0, 0, 0, 0; 1, 0, 0, 0; 0, 0, 0, 0; 0, 0, 1, 0])
    (hB : B = !![0, 0, 0, 0; 0, 0, 0, 0; 0, 1, 0, 0; 0, 0, 0, 0]) :
    A ^ 2 = 0 ∧ B ^ 2 = 0 ∧ (A + B) ^ 4 = 0 ∧ (A * B - B * A) ^ 2 = 0 ∧
      IsNilpotent.exp ((1 / 2 : ℚ) • A) * IsNilpotent.exp B * IsNilpotent.exp ((1 / 2 : ℚ) • A)
        ≠ IsNilpotent.exp (A + B) := by
  have a2 : A ^ 2 = 0 := by
    subst hA
    ext i j
    fin_cases i <;> fin_cases j <;> simp [pow_two, Matrix.mul_apply, Fin.sum_univ_succ]
  have b2 : B ^ 2 = 0 := by
    subst hB
    ext i j
    fin_cases i <;> fin_cases j <;> simp [pow_two, Matrix.mul_apply, Fin.sum_univ_succ]
  have s4 : (A + B) ^ 4 = 0 := by
    subst hA hB
    ext i j
    fin_cases i <;> fin_cases j <;> simp [pow_succ, Matrix.mul_apply, Fin.sum_univ_succ]
  have k2 : (A * B - B * A) ^ 2 = 0 := by
    subst hA hB
    ext i j
    fin_cases i <;> fin_cases j <;> simp [pow_two, Matrix.mul_apply, Fin.sum_univ_succ]
  refine ⟨a2, b2, s4, k2, ?_⟩
  have h2 : ((1 / 2 : ℚ) • A) ^ 2 = 0 := by rw [smul_pow, a2, smul_zero]
  rw [IsNilpotent.exp_eq_sum h2, IsNilpotent.exp_eq_sum b2, IsNilpotent.exp_eq_sum s4]
  -- the amplitude from level 0 to level 3 is `1/4` on the left and `1/6` on the right
  intro h
  have := congrFun (congrFun h 3) 0
  subst hA hB
  norm_num [Finset.sum_range_succ, Nat.factorial, pow_succ, Matrix.mul_apply,
    Fin.sum_univ_succ, Matrix.one_apply] at this

end SymmetricSplittingFails
```

The error:

```
Main.lean:32:48: error: Ambiguous term
  smul_pow
Possible interpretations:
  _root_.smul_pow : ∀ (r : ?m.9845) (x : ?m.9846) (n : ℕ), (r • x) ^ n = r ^ n • x ^ n
  
  Polynomial.smul_pow : ?m.9847 → ℕ → ?m.9845 → ?m.9847
Main.lean:14:37: error: unsolved goals
a2 : !![0, 0, 0, 0; 1, 0, 0, 0; 0, 0, 0, 0; 0, 0, 1, 0] ^ 2 = 0
h2 : ((1 / 2) • !![0, 0, 0, 0; 1, 0, 0, 0; 0, 0, 0, 0; 0, 0, 1, 0]) ^ 2 = 0
b2 : !![0, 0, 0, 0; 0, 0, 0, 0; 0, 1, 0, 0; 0, 0, 0, 0] ^ 2 = 0
s4 : (!![0, 0, 0, 0; 1, 0, 0, 0; 0, 0, 0, 0; 0, 0, 1, 0] + !![0, 0, 0, 0; 0, 0, 0, 0; 0, 1, 0, 0; 0, 0, 0, 0]) ^ 4 = 0
k2 :
  (!![0, 0, 0, 0; 1, 0, 0, 0; 0, 0, 0, 0; 0, 0, 1, 0] * !![0, 0, 0, 0; 0, 0, 0, 0; 0, 1, 0, 0; 0, 0, 0, 0] -
        !![0, 0, 0, 0; 0, 0, 0, 0; 0, 1, 0, 0; 0, 0, 0, 0] * !![0, 0, 0, 0; 1, 0, 0, 0; 0, 0, 0, 0; 0, 0, 1, 0]) ^
      2 =
    0
h :
  ((∑ i ∈ Finset.range 2, (↑i.factorial)⁻¹ • ((1 / 2) • !![0, 0, 0, 0; 1, 0, 0, 0; 0, 0, 0, 0; 0, 0, 1, 0]) ^ i) *
        ∑ i ∈ Finset.range 2, (↑i.factorial)⁻¹ • !![0, 0, 0, 0; 0, 0, 0, 0; 0, 1, 0, 0; 0, 0, 0, 0] ^ i) *
      ∑ i ∈ Finset.range 2, (↑i.factorial)⁻¹ • ((1 / 2) • !![0, 0, 0, 0; 1, 0, 0, 0; 0, 0, 0, 0; 0, 0, 1, 0]) ^ i =
    ∑ i ∈ Finset.range 4,
      (↑i.factorial)⁻¹ •
        (!![0, 0, 0, 0; 1, 0, 0, 0; 0, 0, 0, 0; 0, 0, 1, 0] + !![0, 0, 0, 0; 0, 0, 0, 0; 0, 1, 0, 0; 0, 0, 0, 0]) ^ i
this :
  ((if 3 = 0 then 1 else 0) +
          Matrix.vecCons 0 (fun i => Matrix.vecCons (1 / 2) (fun i => Matrix.vecCons 0 (fun i => 0) i) i) 3 +
        if 2 = 0 then
          (if 3 = 2 then 1 else 0) +
            Matrix.vecCons 0 (fun i => Matrix.vecCons 0 (fun i => Matrix.vecCons 0 (fun i => 1 / 2) i) i) 3
        else 0) +
      ((if 3 = 1 then 1 else 0) +
            Matrix.vecCons 0 (fun i => Matrix.vecCons 0 (fun i => Matrix.vecCons 0 (fun i => 0) i) i) 3 +
          (((if 3 = 2 then 1 else 0) +
                Matrix.vecCons 0 (fun i => Matrix.vecCons 0 (fun i => Matrix.vecCons 0 (fun i => 1 / 2) i) i) 3) *
              ((if 2 = 1 then 1 else 0) + 1) +
            if 2 = 0 then
              (if 3 = Fin.succ 2 then 1 else 0) +
                Matrix.vecCons 0 (fun i => Matrix.vecCons 0 (fun i => Matrix.vecCons 0 (fun i => 0) i) i) 3
            else 0)) *
        (1 / 2) =
    (if 3 = 0 then 1 else 0) +
          Matrix.vecCons 0 (fun i => Matrix.vecCons 1 (fun i => Matrix.vecCons 0 (fun i => 0) i) i) 3 +
        Matrix.vecCons 0 (fun i => Matrix.vecCons 0 (fun i => Matrix.vecCons (1 / 2) (fun i => 0) i) i) 3 +
      Matrix.vecCons 0 (fun i => Matrix.vecCons 0 (fun i => Matrix.vecCons 0 (fun i => 1 / 6) i) i) 3
⊢ False
```

What went wrong. There are two separate faults. The first message says that `smul_pow` is ambiguous: because of `open Polynomial`, the short name can mean either the general lemma (r • x) ^ n = r ^ n • x ^ n or `Polynomial.smul_pow`. The proof needs the general one, and writing `_root_.smul_pow` selects it.

The second message shows that `norm_num` expanded the sums and products but did not reach a contradiction. Tests on indices such as `3 = 0`, and entries such as `Matrix.vecCons … 3`, are left unevaluated in `this`. Lean's `simp` settles these with simprocs, small evaluation procedures that `norm_num` does not run even when given the same lemmas. The repair therefore calls `simp` with that list first, to work out the indices and entries. What remains is a false equation between rational numbers, which `norm_num at this` refutes, closing the goal.

This version goes through:

```diff
@@ -30,5 +30,5 @@
     fin_cases i <;> fin_cases j <;> simp [pow_two, Matrix.mul_apply, Fin.sum_univ_succ]
   refine ⟨a2, b2, s4, k2, ?_⟩
-  have h2 : ((1 / 2 : ℚ) • A) ^ 2 = 0 := by rw [smul_pow, a2, smul_zero]
+  have h2 : ((1 / 2 : ℚ) • A) ^ 2 = 0 := by rw [_root_.smul_pow, a2, smul_zero]
   rw [IsNilpotent.exp_eq_sum h2, IsNilpotent.exp_eq_sum b2, IsNilpotent.exp_eq_sum s4]
   -- the amplitude from level 0 to level 3 is `1/4` on the left and `1/6` on the right
@@ -36,6 +36,7 @@
   have := congrFun (congrFun h 3) 0
   subst hA hB
-  norm_num [Finset.sum_range_succ, Nat.factorial, pow_succ, Matrix.mul_apply,
+  simp [Finset.sum_range_succ, Nat.factorial, pow_succ, Matrix.mul_apply,
     Fin.sum_univ_succ, Matrix.one_apply] at this
+  norm_num at this
 
 end SymmetricSplittingFails
```
